# A sum over a ring of 2N sites is a sum over its N mirror pairs

Number the sites of a ring by the integers modulo 2N, with N nonzero, and give each site x a value f(x). The lemma `prod_half` says that the product of all the values equals the product of f(i) f(−i − 1) over i = 0, …, N − 1, and its additive form `sum_half` says the same of sums; the sites i and −i − 1 are mirror images in the midpoint of the bond between −1 and 0. The values need only lie in a commutative monoid, written additively for the sum, and no Hamiltonian or state enters. The attempt proves the product form by listing the sites from 0 to 2N − 1, cutting the list in half and reversing the second half, and leaves `@[to_additive]` to derive the sum form from that proof.

In Lean, a first try:

```lean
import Mathlib

open Finset ComplexConjugate

namespace ProdHalf

noncomputable section

/-- On a ring of `2N` sites, labels that add up to `2N` are opposite momenta. -/
theorem cast_fold {N m j : ℕ} (h : m + j = 2 * N) : (m : ZMod (2 * N)) = -j :=
  eq_neg_of_add_eq_zero_left (by rw [← Nat.cast_add, h, ZMod.natCast_self])

/-- A product over a ring of `2N` sites is a product over `N` pairs `x`, `-x - 1`. -/
@[to_additive /-- A sum over a ring of `2N` sites is a sum over `N` pairs `x`, `-x - 1`. -/]
theorem prod_half {A : Type*} [CommMonoid A] {N : ℕ} [NeZero N] (f : ZMod (2 * N) → A) :
    ∏ x, f x = ∏ i ∈ range N, (f (i : ZMod (2 * N)) * f (-(i : ZMod (2 * N)) - 1)) := by
  have h : ∏ x, f x = ∏ i ∈ range (N + N), f (i : ZMod (2 * N)) :=
    prod_nbij' ZMod.val (fun i => (i : ZMod (2 * N)))
      (fun x _ => mem_range.2 (by have := ZMod.val_lt x; omega)) (fun _ _ => mem_univ _)
      (fun x _ => ZMod.natCast_zmod_val x)
      (fun i hi => by
        rw [ZMod.val_natCast, Nat.mod_eq_of_lt (by have := mem_range.1 hi; omega)])
      (fun x _ => by rw [ZMod.natCast_zmod_val])
  rw [h, prod_range_add, prod_mul_distrib]
  congr 1
  rw [← prod_range_reflect]
  refine prod_congr rfl fun j hj => ?_
  have := mem_range.1 hj
  rw [cast_fold (j := j + 1) (by omega), Nat.cast_add, Nat.cast_one, neg_add']

end

end ProdHalf
```

Lean reports:

```
Main.lean:14:2: error: @[to_additive] failed to add declaration `ProdHalf.sum_half`.
  The translated value is not type correct.
  For help, see the docstring of `to_additive`, section `Troubleshooting`.
Application type mismatch: The argument
  inst✝¹
has type
  AddCommMonoid A
but is expected to have type
  CommMonoid A
in the application
  @prod_range_reflect A inst✝¹
```

What went wrong. The error concerns only the sum form. To make `sum_half`, `@[to_additive]` translates the finished proof of `prod_half`, replacing each multiplicative notion or lemma by its registered additive counterpart. Here `CommMonoid A` became `AddCommMonoid A`, but `prod_range_reflect` stayed as it was. It still expects a `CommMonoid`, so the translated proof is not type correct.

The repair reverses the second half without that lemma. It uses `prod_nbij'`, which does translate, with the map `i ↦ N - 1 - i` in both directions. The first four bullets check that the map keeps indices below `N` and undoes itself. The last bullet matches the values: `hsum` states that the two labels add up to `2 * N`, so `cast_fold` applies as before, now with the indices that the new map gives. The added comment is mere tidying.

The mended proof, as a diff:

```diff
@@ -24,8 +24,22 @@
   rw [h, prod_range_add, prod_mul_distrib]
   congr 1
-  rw [← prod_range_reflect]
-  refine prod_congr rfl fun j hj => ?_
-  have := mem_range.1 hj
-  rw [cast_fold (j := j + 1) (by omega), Nat.cast_add, Nat.cast_one, neg_add']
+  -- reflect the second half of the ring
+  refine prod_nbij' (fun i => N - 1 - i) (fun i => N - 1 - i) ?_ ?_ ?_ ?_ ?_
+  · intro j hj
+    simp only [mem_range] at hj ⊢
+    omega
+  · intro j hj
+    simp only [mem_range] at hj ⊢
+    omega
+  · intro j hj
+    simp only [mem_range] at hj ⊢
+    omega
+  · intro j hj
+    simp only [mem_range] at hj ⊢
+    omega
+  · intro j hj
+    have hj' := mem_range.1 hj
+    have hsum : (N + j) + (N - 1 - j + 1) = 2 * N := by omega
+    rw [cast_fold hsum, Nat.cast_add, Nat.cast_one, neg_add']
 
 end
```
